# Two radial functions differentiable at a sphere join differentiably exactly when their values and slopes agree there

## A parabola outside the unit sphere

Take a sphere of radius $1$. Outside it the radial function is $r^2$; inside it we may use only multiples of $r$, so the inner branch is $a\,r$. At $r=1$ the outer branch has value $1$ and slope $2$, while the inner branch has value $a$ and slope $a$. The choice $a=1$ closes the gap but leaves a kink. The choice $a=2$ gives the right slope but leaves a jump. No multiple of $r$ does both.

Now allow a constant as a second inner function, so that the inner branch is $a\,r+b$. The two conditions are

$$a+b=1,\qquad a=2,$$

and they give $a=2$, $b=-1$. The function equal to $2r-1$ up to $r=1$ and to $r^2$ beyond has a derivative at $r=1$, namely $2$. There are two conditions at the sphere, and two inner functions can meet them when their pairs (value, slope) there are linearly independent.

## Matching in augmented-wave methods

Augmented-wave methods divide space into spheres around the atoms and a region between them. Inside a sphere, each angular-momentum channel is described by radial functions adapted to the atomic potential; outside, by a smoother function such as a spherical Bessel function. A jump in slope at the sphere would put a delta function into the second derivative, which adds a surface term to the kinetic energy; a jump in value would make the kinetic energy infinite.

In the linearised augmented-plane-wave method the two inner functions are a radial solution $u$ and its energy derivative $v$. The results below cover the matching step for one real radial channel at one sphere, with the functions taken as given; they say nothing about the accuracy of the resulting basis.

## The matching conditions and their Lean form

Let $u$, $v$ and $j$ be real functions differentiable at $R$, and let $a$, $b$ be real numbers. Define

$$g(r)=\begin{cases}a\,u(r)+b\,v(r), & r\le R,\\ j(r), & r>R.\end{cases}$$

The main theorem, `sphere_matching`, says that $g$ is differentiable at $R$ if and only if

$$a\,u(R)+b\,v(R)=j(R),\qquad a\,u'(R)+b\,v'(R)=j'(R).$$

In Lean, `glue R f j` is the piecewise function with inner branch `f` and outer branch `j`; the inner branch supplies the value at $R$ itself. Radial functions have type `ℝ → ℝ`, `DifferentiableAt ℝ u R` says that $u$ has a derivative at $R$, and `deriv u R` is that derivative.

Three further theorems use the Wronskian, with the sign convention

$$W(u,v)=u(R)\,v'(R)-u'(R)\,v(R),$$

written `wronskian u v R`. It contains no factor $R^2$.

- `matching_coefficients`: if $W(u,v)\neq0$, then $g$ is differentiable at $R$ exactly when $a=W(j,v)/W(u,v)$ and $b=W(u,j)/W(u,v)$.
- `all_matchable_iff`: every $j$ differentiable at $R$ can be matched by some $a$, $b$ if and only if $W(u,v)\neq0$.
- `single_function_matching`: if $u(R)\neq0$, some multiple of $u$ alone joins $j$ differentiably if and only if $W(u,j)=0$.

The condition $W(u,v)\ne0$ means that the pairs (value, slope) of $u$ and $v$ at the sphere are linearly independent. For a regular solution of the radial Schrödinger equation and its energy derivative this follows from the equation; here no radial equation is assumed, so it enters as a hypothesis. The condition $u(R)\neq0$ says that the single inner function has no node on the sphere.

The radius may be any real number, although a physical sphere has $R>0$. Differentiability is asserted only at $R$, and the second derivative of the glued function may still jump there. Complex coefficients, sums over angular momenta and the three-dimensional wave function are not treated.

## One-sided slopes decide the join

Write $f=a\,u+b\,v$. By the sum rule, $f$ is differentiable at $R$ with $f'(R)=a\,u'(R)+b\,v'(R)$. Since $g(R)=f(R)$, for $r<R$ we have

$$\frac{g(r)-g(R)}{r-R}=\frac{f(r)-f(R)}{r-R}\longrightarrow f'(R)\qquad(r\to R^-).$$

The slope from the left is therefore always the inner one. If also $f(R)=j(R)$, then for $r>R$

$$\frac{g(r)-g(R)}{r-R}=\frac{j(r)-j(R)}{r-R}\longrightarrow j'(R)\qquad(r\to R^+).$$

Suppose first that $g$ is differentiable at $R$. Then it is continuous there, so $g(r)\to g(R)=f(R)$ as $r\to R^+$. On that side $g(r)=j(r)\to j(R)$. Limits are unique, so $f(R)=j(R)$. Both one-sided slopes are now available, and each must equal $g'(R)$; hence $f'(R)=j'(R)$.

Conversely, suppose that values and slopes agree. Then the difference quotient of $g$ has the same limit from both sides, so $g$ is differentiable at $R$.

## Coefficients from Wronskians

From here on, all functions and derivatives are evaluated at $R$. The matching conditions are

$$a u+b v=j,\qquad a u'+b v'=j'.$$

Multiply the first by $v'$, the second by $v$, and subtract. Then multiply the second by $u$, the first by $u'$, and subtract. This gives

$$a\,W(u,v)=j v'-j' v=W(j,v),\qquad b\,W(u,v)=u j'-u' j=W(u,j).$$

If $W(u,v)\neq0$, division gives the stated coefficients. They do solve the conditions, because

$$W(u,v)\,(a u+b v)=u(jv'-j'v)+v(uj'-u'j)=W(u,v)\,j,$$

$$W(u,v)\,(a u'+b v')=u'(jv'-j'v)+v'(uj'-u'j)=W(u,v)\,j',$$

and the common factor cancels.

In the opening example $u=r$, $v=1$ and $j=r^2$ at $R=1$. Then $W(u,v)=-1$, $W(j,v)=-2$ and $W(u,j)=1$, which again gives $a=2$ and $b=-1$.

## When every exterior function can be matched

If $W(u,v)\neq0$, the formulas above match any $j$ differentiable at $R$. For the converse, suppose that every such $j$ can be matched. Match the constant function $1$ with coefficients $a,b$, and the function $r-R$ with coefficients $c,d$:

$$a u+b v=1,\quad a u'+b v'=0,\quad c u+d v=0,\quad c u'+d v'=1.$$

Expanding the products shows that

$$(ad-bc)\,W(u,v)=(au+bv)(cu'+dv')-(au'+bv')(cu+dv)=1.$$

So $W(u,v)$ cannot be zero.

## A single interior function

With one inner function the conditions are $a u=j$ and $a u'=j'$. If they hold, then

$$W(u,j)=u j'-u' j=u\,a u'-u'\,a u=0.$$

Conversely, let $W(u,j)=0$ and $u\neq0$. The value condition forces $a=j/u$, and then

$$a u'=\frac{j u'}{u}=\frac{u j'}{u}=j'.$$

When $j(R)\neq0$ as well, $W(u,j)=0$ is the equality of the logarithmic derivatives $u'/u$ and $j'/j$. When $j(R)=0$, it forces $j'(R)=0$, and the multiple is $a=0$.

## The complete Lean file

```lean
import Mathlib

open Set Filter Topology

namespace SphereMatching

noncomputable section

/-- The radial function equal to `f` inside and on the sphere of radius `R`, and to `j`
outside it. -/
def glue (R : ℝ) (f j : ℝ → ℝ) : ℝ → ℝ := fun r => if r ≤ R then f r else j r

/-- The Wronskian `u v' - u' v` of two radial functions at the radius `R`. -/
def wronskian (u v : ℝ → ℝ) (R : ℝ) : ℝ := u R * deriv v R - deriv u R * v R

/-- If the interior function `f` has derivative `f'` at `R`, then seen from inside the sphere the
glued function also has slope `f'` at `R`. -/
theorem glue_hasDerivWithinAt_left {R f' : ℝ} {f : ℝ → ℝ} (j : ℝ → ℝ)
    (hf : HasDerivAt f f' R) : HasDerivWithinAt (glue R f j) f' (Iic R) R := by
  refine hf.hasDerivWithinAt.congr (fun r hr => ?_) ?_
  · exact if_pos hr
  · exact if_pos le_rfl

/-- If the exterior function is differentiable at `R` and the two functions agree in value there,
then at `R`, seen from outside, the glued function has the slope of the exterior function. -/
theorem glue_hasDerivWithinAt_right {R j' : ℝ} {f j : ℝ → ℝ}
    (hj : HasDerivAt j j' R) (hval : f R = j R) :
    HasDerivWithinAt (glue R f j) j' (Ici R) R := by
  have hR : glue R f j R = j R := (if_pos le_rfl).trans hval
  refine hj.hasDerivWithinAt.congr (fun r hr => ?_) hR
  rcases eq_or_lt_of_le (show R ≤ r from hr) with h | h
  · rw [← h]
    exact hR
  · exact if_neg (not_le_of_gt h)

/-- If the glued function and the exterior function are continuous at `R`, then the interior
and exterior functions have the same value there. -/
theorem value_eq_of_continuousAt {R : ℝ} {f j : ℝ → ℝ}
    (hg : ContinuousAt (glue R f j) R) (hj : ContinuousAt j R) : f R = j R := by
  have hR : glue R f j R = f R := if_pos le_rfl
  -- approach the sphere from outside, where the glued function is `j`
  have h1 : Tendsto (glue R f j) (𝓝[>] R) (𝓝 (glue R f j R)) :=
    hg.tendsto.mono_left nhdsWithin_le_nhds
  have h2 : Tendsto j (𝓝[>] R) (𝓝 (j R)) := hj.tendsto.mono_left nhdsWithin_le_nhds
  have h3 : Tendsto (glue R f j) (𝓝[>] R) (𝓝 (j R)) := by
    refine h2.congr' ?_
    filter_upwards [self_mem_nhdsWithin] with r hr
    have hr' : R < r := hr
    show j r = if r ≤ R then f r else j r
    rw [if_neg (not_le_of_gt hr')]
  rw [← hR]
  exact tendsto_nhds_unique h1 h3

/-- For interior and exterior functions with slopes `f'` and `j'` at `R`, the glued function
is differentiable at `R` exactly when both the values and the slopes agree. -/
theorem glue_differentiableAt_iff {R f' j' : ℝ} {f j : ℝ → ℝ}
    (hf : HasDerivAt f f' R) (hj : HasDerivAt j j' R) :
    DifferentiableAt ℝ (glue R f j) R ↔ f R = j R ∧ f' = j' := by
  constructor
  · intro hg
    have hval := value_eq_of_continuousAt hg.continuousAt hj.continuousAt
    -- both one-sided slopes equal the derivative of the glued function
    have hl := (uniqueDiffWithinAt_Iic R).eq_deriv _
      (glue_hasDerivWithinAt_left j hf) hg.hasDerivAt.hasDerivWithinAt
    have hr := (uniqueDiffWithinAt_Ici R).eq_deriv _
      (glue_hasDerivWithinAt_right hj hval) hg.hasDerivAt.hasDerivWithinAt
    exact ⟨hval, hl.trans hr.symm⟩
  · rintro ⟨hval, hslope⟩
    subst hslope
    have h := (glue_hasDerivWithinAt_left j hf).union (glue_hasDerivWithinAt_right hj hval)
    rw [Iic_union_Ici, hasDerivWithinAt_univ] at h
    exact h.differentiableAt

/-- Sphere matching: for `u`, `v`, `j` differentiable at `R`, the function equal to
`a u + b v` up to `R` and to `j` beyond is differentiable at `R` if and only if `a u + b v`
and `j` agree there in value and in derivative. -/
theorem sphere_matching {R : ℝ} {u v j : ℝ → ℝ} (a b : ℝ)
    (hu : DifferentiableAt ℝ u R) (hv : DifferentiableAt ℝ v R)
    (hj : DifferentiableAt ℝ j R) :
    DifferentiableAt ℝ (glue R (fun r => a * u r + b * v r) j) R ↔
      a * u R + b * v R = j R ∧ a * deriv u R + b * deriv v R = deriv j R :=
  glue_differentiableAt_iff
    ((hu.hasDerivAt.const_mul a).fun_add (hv.hasDerivAt.const_mul b)) hj.hasDerivAt

/-- For functions differentiable at `R`, if the Wronskian of `u` and `v` is nonzero there, the
glued function is differentiable at `R` for exactly one pair of coefficients, given by ratios
of Wronskians. -/
theorem matching_coefficients {R : ℝ} {u v j : ℝ → ℝ} (a b : ℝ)
    (hu : DifferentiableAt ℝ u R) (hv : DifferentiableAt ℝ v R)
    (hj : DifferentiableAt ℝ j R) (hW : wronskian u v R ≠ 0) :
    DifferentiableAt ℝ (glue R (fun r => a * u r + b * v r) j) R ↔
      a = wronskian j v R / wronskian u v R ∧ b = wronskian u j R / wronskian u v R := by
  rw [sphere_matching a b hu hv hj, eq_div_iff hW, eq_div_iff hW]
  unfold wronskian at *
  constructor
  · rintro ⟨h1, h2⟩
    constructor
    · linear_combination deriv v R * h1 - v R * h2
    · linear_combination u R * h2 - deriv u R * h1
  · rintro ⟨h1, h2⟩
    constructor
    · exact mul_left_cancel₀ hW (by linear_combination u R * h1 + v R * h2)
    · exact mul_left_cancel₀ hW (by linear_combination deriv u R * h1 + deriv v R * h2)

/-- Two interior functions `u`, `v` differentiable at `R` can be matched differentiably to every
exterior function differentiable at `R` if and only if their Wronskian at `R` is nonzero. -/
theorem all_matchable_iff {R : ℝ} {u v : ℝ → ℝ}
    (hu : DifferentiableAt ℝ u R) (hv : DifferentiableAt ℝ v R) :
    (∀ j : ℝ → ℝ, DifferentiableAt ℝ j R →
      ∃ a b : ℝ, DifferentiableAt ℝ (glue R (fun r => a * u r + b * v r) j) R) ↔
      wronskian u v R ≠ 0 := by
  constructor
  · intro h hW
    -- match the exterior functions `1` and `r - R`
    have hlin : HasDerivAt (fun r : ℝ => r - R) 1 R := (hasDerivAt_id' R).sub_const R
    have hone : HasDerivAt (fun _ : ℝ => (1 : ℝ)) 0 R := hasDerivAt_const R 1
    obtain ⟨a, b, hab⟩ := h _ hone.differentiableAt
    obtain ⟨c, d, hcd⟩ := h _ hlin.differentiableAt
    obtain ⟨h1, h2⟩ := (sphere_matching a b hu hv hone.differentiableAt).1 hab
    obtain ⟨h3, h4⟩ := (sphere_matching c d hu hv hlin.differentiableAt).1 hcd
    have k1 : a * u R + b * v R = 1 := h1
    have k2 : a * deriv u R + b * deriv v R = 0 := h2.trans hone.deriv
    have k4 : c * deriv u R + d * deriv v R = 1 := h4.trans hlin.deriv
    unfold wronskian at hW
    -- the determinant of the matched data is a multiple of the Wronskian
    have : (1 : ℝ) = 0 := by
      linear_combination (a * d - b * c) * hW - (c * deriv u R + d * deriv v R) * k1
        - k4 + (c * u R + d * v R) * k2
    exact one_ne_zero this
  · intro hW j hj
    exact ⟨_, _, (matching_coefficients _ _ hu hv hj hW).2 ⟨rfl, rfl⟩⟩

/-- For `u` and `j` differentiable at `R` with `u R ≠ 0`, some multiple of the single interior
function `u` joins `j` differentiably at `R` if and only if their Wronskian vanishes there. -/
theorem single_function_matching {R : ℝ} {u j : ℝ → ℝ}
    (hu : DifferentiableAt ℝ u R) (hj : DifferentiableAt ℝ j R) (hu0 : u R ≠ 0) :
    (∃ a : ℝ, DifferentiableAt ℝ (glue R (fun r => a * u r) j) R) ↔
      wronskian u j R = 0 := by
  have key (a : ℝ) : DifferentiableAt ℝ (glue R (fun r => a * u r) j) R ↔
      a * u R = j R ∧ a * deriv u R = deriv j R :=
    glue_differentiableAt_iff (hu.hasDerivAt.const_mul a) hj.hasDerivAt
  unfold wronskian
  constructor
  · rintro ⟨a, ha⟩
    obtain ⟨h1, h2⟩ := (key a).1 ha
    linear_combination deriv u R * h1 - u R * h2
  · intro hW
    -- the value on the sphere fixes the multiple
    refine ⟨j R / u R, (key _).2 ⟨div_mul_cancel₀ _ hu0, ?_⟩⟩
    rw [div_mul_eq_mul_div, div_eq_iff hu0]
    linear_combination -hW

end

end SphereMatching
```

```lean
#print axioms SphereMatching.glue_differentiableAt_iff
-- 'SphereMatching.glue_differentiableAt_iff' depends on axioms: [propext, Classical.choice, Quot.sound]
#print axioms SphereMatching.all_matchable_iff
-- 'SphereMatching.all_matchable_iff' depends on axioms: [propext, Classical.choice, Quot.sound]
#print axioms SphereMatching.single_function_matching
-- 'SphereMatching.single_function_matching' depends on axioms: [propext, Classical.choice, Quot.sound]
```

## From one-sided derivatives to the main theorem

`glue_hasDerivWithinAt_left` is the first difference quotient above. `HasDerivWithinAt` with the set `Iic R` is the derivative taken through points $r\le R$, where the glued function and `f` coincide; `congr` transfers the derivative from one to the other.

`glue_hasDerivWithinAt_right` does the same on `Ici R`, the points $r\ge R$. This set contains $R$, where the glued function takes its value from `f`. The proof therefore treats $r=R$ separately and uses `hval` there; for $r>R$ the outer branch applies directly.

`value_eq_of_continuousAt` is the continuity argument. The filter `𝓝[>] R` expresses $r\to R^+$. Along it the glued function tends to its own value at $R$ (`h1`) and also to `j R` (`h3`), and `tendsto_nhds_unique` identifies the two limits.

`glue_differentiableAt_iff` combines these lemmas. In the forward direction it first obtains equal values, then uses uniqueness of the derivative within each half-line to identify both one-sided slopes with the derivative of the glued function. In the reverse direction `union` joins the two one-sided derivatives, and `Iic_union_Ici` says that the half-lines cover the real line.

`sphere_matching` is this result for $f=a\,u+b\,v$, whose derivative is supplied by `const_mul` and `fun_add`.

## The algebra behind the Wronskian theorems

In `matching_coefficients`, rewriting with `sphere_matching` replaces differentiability by the two linear equations, and `eq_div_iff hW` clears the denominators. In the forward direction each `linear_combination` names the multipliers used in the elimination: `deriv v R * h1 - v R * h2`, for instance, is "first equation times $v'$ minus second times $v$". In the reverse direction `mul_left_cancel₀ hW` cancels the nonzero Wronskian.

For the forward direction of `all_matchable_iff`, the assumption is applied to the constant $1$ and to $r-R$. With the Wronskian supposed zero, the determinant identity becomes $1=0$. The equation `h3`, which is $cu+dv=0$, is not used, because that factor is already multiplied by $au'+bv'=0$. The reverse direction takes its coefficients from `matching_coefficients`.

In `single_function_matching`, the local statement `key` turns differentiability into $au=j$ and $au'=j'$. One direction eliminates $a$; the other supplies `j R / u R` and checks the slope after clearing the denominator with `hu0`.
